# Graded sums of Hermitian operators have only shared zero modes

A state of the composite system is represented here by its amplitudes in a product basis, that is, by a function \(\psi(i,j)\) with \(i\) in a finite index set \(m\) and \(j\) in a finite index set \(n\). Operators are complex matrices, and the tensor product of two operators is their Kronecker product, a matrix whose rows and columns are labelled by pairs. An entangled state is then as ordinary an object as a product state, and the statements about \(\psi\) below cover both.

Let \(H\) and \(G\) act on the first factor and \(K\) on the second. The operator of interest is

\[
D = H\otimes 1 + G\otimes K .
\]

The main result assumes that \(H\) and \(K\) are Hermitian, that \(G^2=1\) and that \(GH=-HG\). It says that \(D\psi=0\) exactly when \((H\otimes 1)\psi=0\) and \((1\otimes K)\psi=0\). When \(G\) is also Hermitian, the two conditions on it express a sublattice, or chiral, symmetry of \(H\): every eigenvalue of \(G\) is \(1\) or \(-1\), and \(H\) only connects states of opposite sign. The result then applies to the zero-energy states of a single particle on a finite lattice whose Hamiltonian has the form \(D\). Unbounded operators, such as Dirac operators in the continuum, are not covered.

```lean
import Mathlib

open Matrix
open scoped Kronecker ComplexOrder

namespace GradedComposite

variable {m n : Type*} [Fintype m] [Fintype n] [DecidableEq m] [DecidableEq n]
```

The sizes of `m` and `n` are arbitrary and independent. The scope `ComplexOrder` supplies the order on \(\mathbb C\) in which \(0\le z\) means that \(z\) is real and non-negative; squared lengths will be compared in this order.

## The operator and the product states

The definition of \(D\) carries no hypotheses. Hermiticity and the grading relations enter theorem by theorem, so each statement shows what it assumes.

```lean
/-- The graded composite operator `D = H ⊗ 1 + G ⊗ K`. -/
def gradedSum (H G : Matrix m m ℂ) (K : Matrix n n ℂ) : Matrix (m × n) (m × n) ℂ :=
  H ⊗ₖ (1 : Matrix n n ℂ) + G ⊗ₖ K
```

In `gradedSum H G K`, the symbol `⊗ₖ` is the Kronecker product, with entries \((A\otimes B)_{(i,j),(k,l)}=A_{ik}B_{jl}\).

For states \(u\) and \(v\) of the two factors, the product state has amplitudes \((u\otimes v)(i,j)=u_i v_j\). No normalisation is imposed.

```lean
/-- The product state `u ⊗ v` of two subsystem states. -/
def productState (u : m → ℂ) (v : n → ℂ) : m × n → ℂ := fun p => u p.1 * v p.2
```

A product operator acts on a product state factor by factor, because the double sum separates:

\[
\sum_{k,l}A_{ik}B_{jl}\,u_k v_l=\Big(\sum_k A_{ik}u_k\Big)\Big(\sum_l B_{jl}v_l\Big).
\]

```lean
omit [DecidableEq m] [DecidableEq n] in
/-- A product operator acts on a product state factor by factor. -/
theorem kronecker_mulVec_productState (A : Matrix m m ℂ) (B : Matrix n n ℂ)
    (u : m → ℂ) (v : n → ℂ) :
    (A ⊗ₖ B) *ᵥ productState u v = productState (A *ᵥ u) (B *ᵥ v) := by
  ext ⟨i, j⟩
  simp only [mulVec, dotProduct, productState, kroneckerMap_apply,
    Fintype.sum_prod_type, Finset.sum_mul_sum]
  exact Finset.sum_congr rfl fun _ _ => Finset.sum_congr rfl fun _ _ => by ring
```

The proof writes out both sides at the index \((i,j)\), multiplies out the product of sums with `Finset.sum_mul_sum`, and compares the summands.

## When D is an observable

The adjoint of a Kronecker product is the Kronecker product of the adjoints. If all three matrices are Hermitian, then

\[
D^\dagger=H^\dagger\otimes 1+G^\dagger\otimes K^\dagger=D .
\]

```lean
omit [Fintype m] [Fintype n] [DecidableEq m] in
/-- If `H`, `G` and `K` are Hermitian, so is the graded composite operator. -/
theorem gradedSum_isHermitian {H G : Matrix m m ℂ} {K : Matrix n n ℂ}
    (hH : H.IsHermitian) (hG : G.IsHermitian) (hK : K.IsHermitian) :
    (gradedSum H G K).IsHermitian := by
  unfold Matrix.IsHermitian gradedSum
  rw [conjTranspose_add, conjTranspose_kronecker, conjTranspose_kronecker,
    hH.eq, hG.eq, hK.eq, conjTranspose_one]
```

This is the only general theorem here that assumes \(G\) to be Hermitian. The results on zero modes do not use it.

## The cross terms cancel in D²

Multiplying out, with \((A\otimes B)(A'\otimes B')=AA'\otimes BB'\), gives

\[
D^2=H^2\otimes 1+HG\otimes K+GH\otimes K+G^2\otimes K^2 .
\]

Since \(GH=-HG\), the two middle terms are opposite. Since \(G^2=1\), the last term is \(1\otimes K^2\). Hence

\[
D^2=H^2\otimes 1+1\otimes K^2 .
\]

```lean
/-- If `G` squares to one and anticommutes with `H`, the squares of the two parts add:
`D² = H² ⊗ 1 + 1 ⊗ K²`. -/
theorem gradedSum_sq {H G : Matrix m m ℂ} (K : Matrix n n ℂ)
    (hG : G ^ 2 = 1) (hGH : G * H = -(H * G)) :
    gradedSum H G K ^ 2 = (H ^ 2) ⊗ₖ (1 : Matrix n n ℂ) + (1 : Matrix m m ℂ) ⊗ₖ (K ^ 2) := by
  have hneg : (-(H * G)) ⊗ₖ K = -((H * G) ⊗ₖ K) := by
    ext p q
    simp [kroneckerMap_apply]
  rw [pow_two] at hG
  simp only [gradedSum, pow_two, add_mul, mul_add, ← mul_kronecker_mul, mul_one, one_mul]
  -- the two cross terms are opposite
  rw [hG, hGH, hneg]
  abel
```

The `simp only` call performs the expansion, with `mul_kronecker_mul` read from right to left to merge each product of Kronecker products. The auxiliary equation `hneg` moves the minus sign out of the first factor, and `abel` cancels the cross terms. The identity is purely algebraic: \(H\), \(G\) and \(K\) need not be Hermitian.

## From a vanishing sum to two vanishing vectors

For a Hermitian matrix \(A\),

\[
\langle\psi|A^2|\psi\rangle=\langle A\psi|A\psi\rangle=\lVert A\psi\rVert^2 .
\]

For normalised \(\psi\) the left side is the expectation value of \(A^2\); the equality itself holds for every \(\psi\).

```lean
/-- For a Hermitian matrix `A` and any vector `ψ`, `⟨ψ|A²|ψ⟩` is the squared length of `A ψ`. -/
theorem expectation_sq {ι : Type*} [Fintype ι] {A : Matrix ι ι ℂ}
    (hA : A.IsHermitian) (ψ : ι → ℂ) :
    star ψ ⬝ᵥ ((A * A) *ᵥ ψ) = star (A *ᵥ ψ) ⬝ᵥ (A *ᵥ ψ) := by
  rw [star_mulVec, hA.eq, ← dotProduct_mulVec, mulVec_mulVec]
```

In Lean the inner product \(\langle\phi|\chi\rangle\) is `star φ ⬝ᵥ χ`, with the complex conjugate on the left vector. The rewriting starts from the right side, where conjugating \(A\psi\) brings in the adjoint of \(A\). Hermiticity replaces the adjoint by \(A\), which is then moved across to the other vector.

Now suppose \(D\psi=0\). Then \(D^2\psi=0\) as well. Both \(H\otimes1\) and \(1\otimes K\) are Hermitian, and their squares are \(H^2\otimes1\) and \(1\otimes K^2\), so

\[
0=\langle\psi|D^2|\psi\rangle=\lVert(H\otimes1)\psi\rVert^2+\lVert(1\otimes K)\psi\rVert^2 .
\]

Two non-negative numbers with sum zero are both zero, and a vector of zero length is the zero vector. This gives both conditions on \(\psi\).

Conversely, suppose that both operators annihilate \(\psi\). From \(G\otimes K=(G\otimes1)(1\otimes K)\) it follows that

\[
D\psi=(H\otimes1)\psi+(G\otimes1)(1\otimes K)\psi=0 .
\]

```lean
/-- For Hermitian `H` and `K`, with `G² = 1` and `G H = -H G`: `D ψ = 0` exactly when both `H ⊗ 1`
and `1 ⊗ K` annihilate `ψ`. -/
theorem gradedSum_mulVec_eq_zero_iff {H G : Matrix m m ℂ} {K : Matrix n n ℂ}
    (hH : H.IsHermitian) (hK : K.IsHermitian)
    (hG : G ^ 2 = 1) (hGH : G * H = -(H * G)) (ψ : m × n → ℂ) :
    gradedSum H G K *ᵥ ψ = 0 ↔
      (H ⊗ₖ (1 : Matrix n n ℂ)) *ᵥ ψ = 0 ∧ ((1 : Matrix m m ℂ) ⊗ₖ K) *ᵥ ψ = 0 := by
  constructor
  · intro h
    have hA : (H ⊗ₖ (1 : Matrix n n ℂ)).IsHermitian := by
      unfold Matrix.IsHermitian
      rw [conjTranspose_kronecker, hH.eq, conjTranspose_one]
    have hB : ((1 : Matrix m m ℂ) ⊗ₖ K).IsHermitian := by
      unfold Matrix.IsHermitian
      rw [conjTranspose_kronecker, hK.eq, conjTranspose_one]
    have hsq : gradedSum H G K ^ 2 =
        (H ⊗ₖ (1 : Matrix n n ℂ)) * (H ⊗ₖ (1 : Matrix n n ℂ)) +
          ((1 : Matrix m m ℂ) ⊗ₖ K) * ((1 : Matrix m m ℂ) ⊗ₖ K) := by
      rw [gradedSum_sq K hG hGH, ← mul_kronecker_mul, ← mul_kronecker_mul,
        mul_one, mul_one, pow_two, pow_two]
    have h0 : gradedSum H G K ^ 2 *ᵥ ψ = 0 := by
      rw [pow_two, ← mulVec_mulVec, h, mulVec_zero]
    -- `⟨ψ|D²|ψ⟩` is a sum of two squared lengths
    have hsum := congrArg (fun φ => star ψ ⬝ᵥ φ) h0
    simp only [hsq, add_mulVec, dotProduct_add, dotProduct_zero] at hsum
    rw [expectation_sq hA, expectation_sq hB] at hsum
    have hz := (add_eq_zero_iff_of_nonneg (dotProduct_star_self_nonneg _)
      (dotProduct_star_self_nonneg _)).1 hsum
    exact ⟨dotProduct_star_self_eq_zero.1 hz.1, dotProduct_star_self_eq_zero.1 hz.2⟩
  · rintro ⟨h1, h2⟩
    have hf : G ⊗ₖ K = (G ⊗ₖ (1 : Matrix n n ℂ)) * ((1 : Matrix m m ℂ) ⊗ₖ K) := by
      rw [← mul_kronecker_mul, mul_one, one_mul]
    rw [gradedSum, add_mulVec, h1, hf, ← mulVec_mulVec, h2, mulVec_zero, add_zero]
```

The facts `hA` and `hB` are the Hermiticity of the two parts, and `hsq` rewrites \(D^2\) as the sum of their squares. Taking the inner product of \(D^2\psi=0\) with \(\psi\) produces `hsum`, which `expectation_sq` turns into the sum of squared lengths. The lemma `add_eq_zero_iff_of_nonneg` then separates the two terms. The second half of the proof is the factorisation `hf`; this direction uses none of the four hypotheses.

## Zero modes of the factors

The conditions on \(\psi\) still refer to the composite space. To return to the factors, take a nonzero zero mode \(\psi\) of \(D\) and choose \((i,j)\) with \(\psi(i,j)\neq0\). The slice \(a\mapsto\psi(a,j)\) is a nonzero state of the first factor, and

\[
\sum_c H_{ac}\,\psi(c,j)=\big((H\otimes1)\psi\big)(a,j)=0 .
\]

In the same way, the slice \(b\mapsto\psi(i,b)\) is a nonzero zero mode of \(K\).

In the other direction, let \(Hu=0\) and \(Kv=0\) with \(u\) and \(v\) nonzero. Then \(u\otimes v\) is nonzero, since it has a nonzero amplitude wherever \(u_i\neq0\) and \(v_j\neq0\), and

\[
D(u\otimes v)=Hu\otimes v+Gu\otimes Kv=0 .
\]

So \(D\) has a nonzero zero mode exactly when \(H\) and \(K\) each have one.

```lean
/-- For Hermitian `H` and `K`, with `G² = 1` and `G H = -H G`, the operator `D` has a nonzero zero
mode exactly when `H` and `K` each have one. -/
theorem exists_zero_mode_iff {H G : Matrix m m ℂ} {K : Matrix n n ℂ}
    (hH : H.IsHermitian) (hK : K.IsHermitian)
    (hG : G ^ 2 = 1) (hGH : G * H = -(H * G)) :
    (∃ ψ : m × n → ℂ, ψ ≠ 0 ∧ gradedSum H G K *ᵥ ψ = 0) ↔
      (∃ u : m → ℂ, u ≠ 0 ∧ H *ᵥ u = 0) ∧ (∃ v : n → ℂ, v ≠ 0 ∧ K *ᵥ v = 0) := by
  constructor
  · rintro ⟨ψ, hψ, h⟩
    obtain ⟨h1, h2⟩ := (gradedSum_mulVec_eq_zero_iff hH hK hG hGH ψ).1 h
    obtain ⟨⟨i, j⟩, hij⟩ := Function.ne_iff.1 hψ
    -- slices of `ψ` through a nonzero amplitude are zero modes of the factors
    refine ⟨⟨fun a => ψ (a, j), fun h0 => hij (congrFun h0 i), ?_⟩,
      ⟨fun b => ψ (i, b), fun h0 => hij (congrFun h0 j), ?_⟩⟩
    · ext a
      have ha := congrFun h1 (a, j)
      simpa [mulVec, dotProduct, kroneckerMap_apply, one_apply,
        Fintype.sum_prod_type] using ha
    · ext b
      have hb := congrFun h2 (i, b)
      simpa [mulVec, dotProduct, kroneckerMap_apply, one_apply,
        Fintype.sum_prod_type_right] using hb
  · rintro ⟨⟨u, hu, hHu⟩, ⟨v, hv, hKv⟩⟩
    obtain ⟨i, hi⟩ := Function.ne_iff.1 hu
    obtain ⟨j, hj⟩ := Function.ne_iff.1 hv
    refine ⟨productState u v, fun h0 => mul_ne_zero hi hj (congrFun h0 (i, j)), ?_⟩
    rw [gradedSum, add_mulVec, kronecker_mulVec_productState,
      kronecker_mulVec_productState, hHu, hKv]
    ext p
    simp [productState]
```

`Function.ne_iff` extracts an index at which a nonzero function does not vanish. The two `simpa` calls reduce the composite equation at \((a,j)\) or \((i,b)\) to the equation for a slice, because the identity matrix removes one of the two sums. The theorem settles whether zero modes exist; it does not count them.

## Squared energies add

Let \(a\) and \(b\) now denote eigenvalues, with \(Hu=au\) and \(Kv=bv\). Then \(H^2u=a^2u\) and \(K^2v=b^2v\), so

\[
D^2(u\otimes v)=a^2\,u\otimes v+b^2\,u\otimes v=(a^2+b^2)\,u\otimes v .
\]

```lean
/-- Let `G² = 1` and `G H = -H G`. On a product of eigenvectors of `H` and `K` with eigenvalues `a`
and `b`, the operator `D²` acts as multiplication by `a² + b²`. -/
theorem gradedSum_sq_productState {H G : Matrix m m ℂ} {K : Matrix n n ℂ}
    (hG : G ^ 2 = 1) (hGH : G * H = -(H * G)) {u : m → ℂ} {v : n → ℂ} {a b : ℂ}
    (hu : H *ᵥ u = a • u) (hv : K *ᵥ v = b • v) :
    gradedSum H G K ^ 2 *ᵥ productState u v = (a ^ 2 + b ^ 2) • productState u v := by
  have hu2 : H ^ 2 *ᵥ u = a • a • u := by
    rw [pow_two, ← mulVec_mulVec, hu, mulVec_smul, hu]
  have hv2 : K ^ 2 *ᵥ v = b • b • v := by
    rw [pow_two, ← mulVec_mulVec, hv, mulVec_smul, hv]
  rw [gradedSum_sq K hG hGH, add_mulVec, kronecker_mulVec_productState,
    kronecker_mulVec_productState, hu2, hv2, one_mulVec, one_mulVec]
  ext p
  simp only [productState, Pi.add_apply, Pi.smul_apply, smul_eq_mul]
  ring
```

The facts `hu2` and `hv2` apply each matrix twice, and the formula for \(D^2\) does the rest. The product state is an eigenvector of \(D^2\) when \(u\) and \(v\) are nonzero; it need not be one of \(D\), because \(G\) generally changes \(u\). The theorem allows complex \(a\) and \(b\). For Hermitian \(H\) and \(K\) the eigenvalues belonging to nonzero vectors are real, and \(a^2+b^2\) then vanishes only for \(a=b=0\), in agreement with the result on zero modes.

## Two three-site chains

Take an open chain of three sites with nearest-neighbour hopping. The hopping amplitude is the unit of energy, and all on-site energies are zero:

\[
H=\begin{pmatrix}0&1&0\\1&0&1\\0&1&0\end{pmatrix}.
\]

```lean
/-- Nearest-neighbour hopping on an open chain of three sites. -/
def chain : Matrix (Fin 3) (Fin 3) ℂ := !![0, 1, 0; 1, 0, 1; 0, 1, 0]
```

The grading is the sublattice sign, \(+1\) on the outer sites and \(-1\) on the middle one:

\[
G=\operatorname{diag}(1,-1,1).
\]

```lean
/-- The sublattice sign on the three-site chain. -/
def sublattice : Matrix (Fin 3) (Fin 3) ℂ := !![1, 0, 0; 0, -1, 0; 0, 0, 1]
```

Both matrices are real and symmetric, and \(G^2=1\). Write \(g_i\) for the diagonal entries of \(G\). Then \((GH)_{ij}=g_iH_{ij}\) and \((HG)_{ij}=H_{ij}g_j\). Hopping connects only sites of opposite sign, so \(GH=-HG\). A uniform nonzero on-site energy would spoil this relation.

The vector \(u=(1,0,-1)\) satisfies \(Hu=(0,1-1,0)=0\). With \(K=H\), the product \(u\otimes u\) is therefore annihilated by \(D\). The normalised chain state is \(u/\sqrt2\), and the normalised composite state is \((u\otimes u)/2\), with amplitudes \(\pm\tfrac12\) on the four corners of a three-by-three lattice. On that lattice \(D\) describes a single particle whose hopping in the second direction changes sign with the sublattice of the first, so the product of the four hopping amplitudes around each elementary square is \(-1\).

```lean
/-- The three-site chain and its sublattice sign are Hermitian and satisfy the grading
relations, and the composite of two chains annihilates an explicit product state. -/
theorem chain_witness :
    chain.IsHermitian ∧ sublattice.IsHermitian ∧ sublattice ^ 2 = 1 ∧
      sublattice * chain = -(chain * sublattice) ∧
      gradedSum chain sublattice chain *ᵥ productState ![1, 0, -1] ![1, 0, -1] = 0 := by
  have h : chain *ᵥ ![1, 0, -1] = 0 := by
    ext i
    fin_cases i <;> simp [chain, mulVec, dotProduct, Fin.sum_univ_succ]
  refine ⟨?_, ?_, ?_, ?_, ?_⟩
  · ext i j
    fin_cases i <;> fin_cases j <;> simp [chain]
  · ext i j
    fin_cases i <;> fin_cases j <;> simp [sublattice]
  · rw [pow_two]
    ext i j
    fin_cases i <;> fin_cases j <;> simp [sublattice, Matrix.mul_apply, Fin.sum_univ_succ]
  · ext i j
    fin_cases i <;> fin_cases j <;>
      simp [sublattice, chain, Matrix.mul_apply, Fin.sum_univ_succ]
  · rw [gradedSum, add_mulVec, kronecker_mulVec_productState,
      kronecker_mulVec_productState, h]
    ext p
    simp [productState]
```

The matrix relations are checked entry by entry, with `fin_cases` running through the indices. The last part splits \(D\) into its two product operators and uses \(Hu=0\) in each.

## Two spins without a grading

If anticommutation is given up, the statement about zero modes fails already for two spins. Take \(H=K=\sigma_z\).

```lean
/-- The Pauli matrix `σ_z`. -/
def pauliZ : Matrix (Fin 2) (Fin 2) ℂ := !![1, 0; 0, -1]
```

Let \(G=1\). Then \(G^2=1\) still holds, and \(H\) and \(K\) are Hermitian, but \(GH=\sigma_z\) while \(-HG=-\sigma_z\). On the normalised up-down state,

\[
(\sigma_z\otimes1+1\otimes\sigma_z)\,|{\uparrow\downarrow}\rangle=(1-1)\,|{\uparrow\downarrow}\rangle=0,
\qquad
(\sigma_z\otimes1)\,|{\uparrow\downarrow}\rangle=|{\uparrow\downarrow}\rangle\neq0 .
\]

The two contributions cancel although neither vanishes. In \(D^2\) the cross term \(2\,\sigma_z\otimes\sigma_z\) survives. Its value in this state is \(-2\), which offsets the two squared lengths \(1+1\).

```lean
/-- With `G = 1` in place of a grading, `σ_z ⊗ 1 + 1 ⊗ σ_z` annihilates the up-down state
although `σ_z ⊗ 1` does not. -/
theorem ungraded_counterexample :
    gradedSum pauliZ 1 pauliZ *ᵥ productState ![1, 0] ![0, 1] = 0 ∧
      (pauliZ ⊗ₖ (1 : Matrix (Fin 2) (Fin 2) ℂ)) *ᵥ productState ![1, 0] ![0, 1] ≠ 0 := by
  constructor
  · rw [gradedSum, add_mulVec, kronecker_mulVec_productState, kronecker_mulVec_productState]
    ext ⟨i, j⟩
    fin_cases i <;> fin_cases j <;>
      simp [productState, pauliZ]
  · rw [kronecker_mulVec_productState, one_mulVec]
    intro h
    -- the up-down amplitude is one, not zero
    have h01 : (pauliZ *ᵥ ![1, 0]) 0 * (![0, 1] : Fin 2 → ℂ) 1 = 0 := congrFun h (0, 1)
    simp [pauliZ, mulVec, dotProduct, Fin.sum_univ_succ] at h01

end GradedComposite
```

Up is `![1, 0]` and down is `![0, 1]`. The first part checks all four amplitudes. The second assumes that the vector is zero and reads off the amplitude at index `(0, 1)`, which equals one.

```lean
#print axioms GradedComposite.gradedSum_isHermitian
#print axioms GradedComposite.exists_zero_mode_iff
#print axioms GradedComposite.gradedSum_sq_productState
#print axioms GradedComposite.ungraded_counterexample
```

```
'GradedComposite.gradedSum_isHermitian' depends on axioms: [propext, Classical.choice, Quot.sound]
'GradedComposite.exists_zero_mode_iff' depends on axioms: [propext, Classical.choice, Quot.sound]
'GradedComposite.gradedSum_sq_productState' depends on axioms: [propext, Classical.choice, Quot.sound]
'GradedComposite.ungraded_counterexample' depends on axioms: [propext, Classical.choice, Quot.sound]
```
